# Repeated lowering of $\sin^l t$ gives zero exactly when $l$ is a natural number

Let $t\in(0,\pi)$ be the polar angle and $l$ a real number. Start from $\sin^l t$ and apply the polar part of the orbital lowering operator, $f\mapsto f'+m\cot t\,f$ (the constant factor $-\hbar$ is left out), with $m=l,\,l-1,\,l-2,\dots$ in turn. The result is the zero function on $(0,\pi)$ after finitely many steps if and only if $l\in\{0,1,2,\dots\}$. For $l=\tfrac12$ two steps give

$$\sqrt{\sin t}\;\longmapsto\;\frac{\cos t}{\sqrt{\sin t}}\;\longmapsto\;-(\sin t)^{-3/2},$$

and the last function is nowhere zero, although a multiplet with $l=\tfrac12$ should have ended there.

## The ladder operators on the sphere

With $\varphi$ the azimuthal angle, the orbital ladder operators are

$$L_\pm=\hbar e^{\pm i\varphi}\left(\pm\partial_t+i\cot t\,\partial_\varphi\right).$$

Acting on $e^{im\varphi}f(t)$, they give

$$L_-\left(e^{im\varphi}f\right)=-\hbar e^{i(m-1)\varphi}\left(f'+m\cot t\,f\right),\qquad L_+\left(e^{im\varphi}f\right)=\hbar e^{i(m+1)\varphi}\left(f'-m\cot t\,f\right).$$

Write $D_mf=f'+m\cot t\,f$ for the polar part of lowering, without the factor $-\hbar$.

The commutation relations alone allow finite multiplets with half-integer $l$, and spin uses them. For the orbital angular momentum of one particle, represented by these differential operators on functions of the angles, the ladder from $\sin^l t$ closes only for natural $l$.

## What is claimed

- `lowering m f` is $D_mf$, and `raising m f` is $f'-m\cot t\,f$.
- `ladder l n` is $\sin^l t$ lowered $n$ times. The step from $n$ to $n+1$ uses $m=l-n$.
- The parameter `l` is any real number, and `sin t ^ l` is a real power.
- `Set.Ioo 0 π` is the open interval $(0,\pi)$. All statements are confined to it, because $\cot t$ is singular at the poles.

The main theorem, `ladder_ends_iff`, says that some $n$ makes `ladder l n` vanish at every $t\in(0,\pi)$ if and only if $l$ equals some natural number $k$. The theorem `half_integer_never_ends` treats $l=j+\tfrac12$ with $j=0,1,2,\dots$: for every $n$ there is an angle at which the state is non-zero. Individual zeros are allowed, as $\cos t/\sqrt{\sin t}$ shows at $t=\pi/2$.

The model contains only the polar functions. It imposes no boundary condition at the poles, no normalisability and no condition on the phase $e^{im\varphi}$ under a full rotation.

## One formula for every step

Let $P$ be a polynomial and $a$ a real number. By the product rule,

$$D_m\left[P(\cos t)\sin^a t\right]=\sin^{a-1}t\left[(a+m)\cos t\,P(\cos t)-\sin^2 t\,P'(\cos t)\right].\tag{1}$$

Raising with $m=l$ is $D_{-l}$. With $P=1$ and $a=l$, formula (1) gives zero, so $\sin^l t$ is a top state. Separating variables in $f'=l\cot t\,f$ shows that every top state is a multiple of it, a uniqueness that the file neither states nor needs.

For $l=\tfrac12$, take first $P=1$ and $a=m=\tfrac12$, then $P(x)=x$ and $a=m=-\tfrac12$:

$$D_{1/2}\sqrt{\sin t}=\frac{\cos t}{\sqrt{\sin t}},\qquad D_{-1/2}\frac{\cos t}{\sqrt{\sin t}}=\sin^{-3/2}t\left(-\cos^2t-\sin^2t\right)=-\sin^{-3/2}t.$$

## Why other values of $l$ never give zero

After $n$ steps the state has the form $Q_n(\cos t)\sin^{l-n}t$, with $Q_0=1$. Formula (1) with $P=Q_n$ and $a=m=l-n$ gives

$$Q_{n+1}(x)=2(l-n)\,x\,Q_n(x)-(1-x^2)\,Q_n'(x).$$

At $x=1$ the derivative term disappears, so

$$Q_n(1)=\prod_{k=0}^{n-1}2(l-k),$$

where the empty product for $n=0$ is 1. If $l$ is not a natural number, no factor vanishes and $Q_n(1)\neq0$. If the state were zero throughout $(0,\pi)$, then $Q_n$ would vanish on all of $(-1,1)$, since $\sin t>0$. A polynomial with infinitely many roots is zero, which contradicts $Q_n(1)\ne0$.

## Why natural $l$ does give zero

For natural $l$ the states also have a Rodrigues form:

$$\text{state}_n(t)=(-1)^n\sin^{n-l}t\;\left.\frac{d^n}{dx^n}(1-x^2)^l\right|_{x=\cos t}.$$

At $n=0$ this is $\sin^{-l}t\,\sin^{2l}t=\sin^l t$. For the next step, $a=n-l$ and $m=l-n$, so $a+m=0$ in (1). Only the derivative term survives, with the factor $-\sin^2t$, and this is the formula for $n+1$. Since $(1-x^2)^l$ has degree $2l$, its derivative of order $2l+1$ is zero.

## The step in a calculation of angular functions

To generate the angular functions of a p shell, one can start from $\sin t$ and apply $D_1$, $D_0$ and $D_{-1}$ in turn:

$$\sin t\to2\cos t\to-2\sin t\to0.$$

With the usual phases the normalised functions are $-\sqrt{3/8\pi}\,\sin t\,e^{i\varphi}$, $\sqrt{3/4\pi}\,\cos t$ and $\sqrt{3/8\pi}\,\sin t\,e^{-i\varphi}$.

The same procedure for $l=\tfrac12$ starts from the normalised function $\tfrac1\pi\sqrt{\sin t}\,e^{i\varphi/2}$, with $\varphi$ integrated over $2\pi$. One lowering gives, up to sign and $\hbar$, $\tfrac1\pi\cos t\,(\sin t)^{-1/2}e^{-i\varphi/2}$, which is again normalised. At this point the algebraic coefficient $\hbar\sqrt{l(l+1)-m(m-1)}$ with $m=-\tfrac12$ is zero, but the differential operator returns a multiple of $(\sin t)^{-3/2}$. The squared norm of that function contains $\int_0^\pi\sin^{-2}t\,dt$, which diverges.

## The Lean file

```lean
import Mathlib

open Real Polynomial

namespace HalfIntegerOrbital

noncomputable section

/-- Polar part of the lowering operator on `e^{imφ} f(t)`, up to sign and in units of `ħ`:
`f' + m cot(t) f`, for polar angles with `sin t ≠ 0`. -/
def lowering (m : ℝ) (f : ℝ → ℝ) (t : ℝ) : ℝ :=
  deriv f t + m * (cos t / sin t) * f t

/-- Polar part of the raising operator on `e^{imφ} f(t)`, in units of `ħ`:
`f' - m cot(t) f`, for polar angles with `sin t ≠ 0`. -/
def raising (m : ℝ) (f : ℝ → ℝ) (t : ℝ) : ℝ :=
  deriv f t - m * (cos t / sin t) * f t

/-- The function `sin^l` lowered `n` times, with `m = l, l - 1, ...` in turn,
for polar angles in `(0, π)`. -/
def ladder (l : ℝ) : ℕ → ℝ → ℝ
  | 0 => fun t => sin t ^ l
  | n + 1 => lowering (l - n) (ladder l n)

/-- Action of the lowering operator on a function that equals `P(cos t) sin^a t`
on `(0, π)`, with `P` a polynomial. -/
theorem lowering_profile (P : ℝ[X]) (a m : ℝ) {f : ℝ → ℝ}
    (hf : ∀ s ∈ Set.Ioo 0 π, f s = P.eval (cos s) * sin s ^ a)
    {t : ℝ} (ht : t ∈ Set.Ioo 0 π) :
    lowering m f t = sin t ^ (a - 1) *
      ((a + m) * cos t * P.eval (cos t) - sin t ^ 2 * (derivative P).eval (cos t)) := by
  have hs : 0 < sin t := Real.sin_pos_of_mem_Ioo ht
  have h1 : HasDerivAt (fun s => P.eval (cos s))
      ((derivative P).eval (cos t) * (-sin t)) t :=
    (P.hasDerivAt (cos t)).comp t (Real.hasDerivAt_cos t)
  have h2 : HasDerivAt (fun s => sin s ^ a) (cos t * a * sin t ^ (a - 1)) t :=
    (Real.hasDerivAt_sin t).rpow_const (Or.inl hs.ne')
  have he : f =ᶠ[nhds t] fun s => P.eval (cos s) * sin s ^ a := by
    filter_upwards [isOpen_Ioo.mem_nhds ht] with s h using hf s h
  -- the product rule
  have hd : deriv f t = (derivative P).eval (cos t) * (-sin t) * sin t ^ a
      + P.eval (cos t) * (cos t * a * sin t ^ (a - 1)) :=
    ((h1.fun_mul h2).congr_of_eventuallyEq he).deriv
  have e1 : sin t ^ a = sin t ^ (a - 1) * sin t := by
    rw [Real.rpow_sub_one hs.ne', div_mul_cancel₀ _ hs.ne']
  have hc : cos t / sin t * sin t = cos t := div_mul_cancel₀ _ hs.ne'
  unfold lowering
  rw [hd, hf t ht, e1]
  linear_combination m * P.eval (cos t) * sin t ^ (a - 1) * hc

/-- The function `sin^l` is a top state: raising with `m = l` annihilates it on `(0, π)`. -/
theorem raising_top (l : ℝ) {t : ℝ} (ht : t ∈ Set.Ioo 0 π) :
    raising l (fun s => sin s ^ l) t = 0 := by
  have h := lowering_profile 1 l (-l) (f := fun s => sin s ^ l) (fun s _ => by simp) ht
  simp only [lowering, derivative_one, eval_zero] at h
  simp only [raising]
  linear_combination h

/-- On `(0, π)`, lowering `√(sin t)` with `m = 1/2` gives `cos t / √(sin t)`. -/
theorem half_first_step {t : ℝ} (ht : t ∈ Set.Ioo 0 π) :
    lowering (1 / 2) (fun s => Real.sqrt (sin s)) t = cos t / Real.sqrt (sin t) := by
  have hs : 0 < sin t := Real.sin_pos_of_mem_Ioo ht
  rw [lowering_profile 1 (1 / 2) (1 / 2) (fun s _ => by simp [Real.sqrt_eq_rpow]) ht,
    show (1 / 2 - 1 : ℝ) = -(1 / 2) by norm_num, Real.rpow_neg hs.le, ← Real.sqrt_eq_rpow]
  simp only [derivative_one, eval_zero, eval_one]
  ring

/-- On `(0, π)`, lowering `√(sin t)` with `m = 1/2` and then `m = -1/2` gives
`-(sin t)^(-3/2)`, which is nowhere zero there. -/
theorem half_second_step {t : ℝ} (ht : t ∈ Set.Ioo 0 π) :
    lowering (-1 / 2) (lowering (1 / 2) (fun s => Real.sqrt (sin s))) t
        = -(sin t ^ (-3 / 2 : ℝ)) ∧
      lowering (-1 / 2) (lowering (1 / 2) (fun s => Real.sqrt (sin s))) t ≠ 0 := by
  have hs : 0 < sin t := Real.sin_pos_of_mem_Ioo ht
  have h : lowering (-1 / 2) (lowering (1 / 2) (fun s => Real.sqrt (sin s))) t
      = -(sin t ^ (-3 / 2 : ℝ)) := by
    rw [lowering_profile X (-1 / 2) (-1 / 2) (fun s hs' => by
      rw [half_first_step hs', eval_X, show (-1 / 2 : ℝ) = -(1 / 2) by norm_num,
        Real.rpow_neg (Real.sin_pos_of_mem_Ioo hs').le, ← Real.sqrt_eq_rpow,
        div_eq_mul_inv]) ht, show (-1 / 2 - 1 : ℝ) = -3 / 2 by norm_num]
    simp only [eval_X, derivative_X, eval_one]
    linear_combination -(sin t ^ (-3 / 2 : ℝ)) * Real.sin_sq_add_cos_sq t
  exact ⟨h, by rw [h]; exact neg_ne_zero.2 (Real.rpow_pos_of_pos hs _).ne'⟩

/-- After `n` lowerings the state is `Q(cos t) sin^(l-n) t` on `(0, π)`, with a polynomial
`Q` whose value at `1` is the product of `2(l - k)` over `k < n`. -/
theorem ladder_form (l : ℝ) (n : ℕ) :
    ∃ Q : ℝ[X], Q.eval 1 = ∏ k ∈ Finset.range n, 2 * (l - k) ∧
      ∀ t ∈ Set.Ioo 0 π, ladder l n t = Q.eval (cos t) * sin t ^ (l - n) := by
  induction n with
  | zero => exact ⟨1, by simp, fun t _ => by simp [ladder]⟩
  | succ n ih =>
    obtain ⟨Q, h1, hQ⟩ := ih
    refine ⟨C (2 * (l - n)) * X * Q - (1 - X ^ 2) * derivative Q, ?_, fun t ht => ?_⟩
    · rw [Finset.prod_range_succ, ← h1]
      simp only [eval_sub, eval_mul, eval_C, eval_X, eval_one, eval_pow]
      ring
    · have e : l - ((n + 1 : ℕ) : ℝ) = l - n - 1 := by push_cast; ring
      rw [e]
      change lowering (l - n) (ladder l n) t = _
      rw [lowering_profile Q (l - n) (l - n) hQ ht, Real.sin_sq]
      simp only [eval_sub, eval_mul, eval_C, eval_X, eval_one, eval_pow]
      ring

/-- If `l` is not a natural number, no number of lowerings turns `sin^l` into the zero
function on `(0, π)`. -/
theorem ladder_never_ends {l : ℝ} (hl : ∀ k : ℕ, l ≠ k) (n : ℕ) :
    ∃ t ∈ Set.Ioo 0 π, ladder l n t ≠ 0 := by
  obtain ⟨Q, h1, hQ⟩ := ladder_form l n
  have hne : Q.eval 1 ≠ 0 := by
    rw [h1]
    exact Finset.prod_ne_zero_iff.2 fun k _ =>
      mul_ne_zero two_ne_zero (sub_ne_zero.2 (hl k))
  by_contra! H
  -- a vanishing state would give Q infinitely many roots
  have hroot : Set.Ioo (0 : ℝ) 1 ⊆ {x | Q.IsRoot x} := by
    intro x hx
    have ht : Real.arccos x ∈ Set.Ioo 0 π :=
      ⟨Real.arccos_pos.2 hx.2, by
        have := Real.arccos_le_pi_div_two.2 hx.1.le
        linarith [Real.pi_pos]⟩
    have h := hQ _ ht
    rw [H _ ht, Real.cos_arccos (by linarith [hx.1]) hx.2.le] at h
    exact (mul_eq_zero.1 h.symm).resolve_right
      (Real.rpow_pos_of_pos (Real.sin_pos_of_mem_Ioo ht) _).ne'
  have hQ0 : Q = 0 :=
    Polynomial.eq_zero_of_infinite_isRoot Q ((Set.Ioo_infinite one_pos).mono hroot)
  exact hne (by rw [hQ0, eval_zero])

/-- Rodrigues form for natural `l`: on `(0, π)` the state after `n` lowerings is
`(-1)^n sin^(n-l) t` times the `n`-th derivative of `(1 - x²)^l` at `x = cos t`. -/
theorem ladder_rodrigues (l n : ℕ) : ∀ t ∈ Set.Ioo 0 π,
    ladder l n t = (C ((-1 : ℝ) ^ n) * derivative^[n] ((1 - X ^ 2) ^ l)).eval (cos t)
      * sin t ^ ((n : ℝ) - l) := by
  induction n with
  | zero =>
    intro t ht
    have hs : 0 < sin t := Real.sin_pos_of_mem_Ioo ht
    have h : (1 - cos t ^ 2) ^ l = sin t ^ (l : ℝ) * sin t ^ (l : ℝ) := by
      rw [← Real.sin_sq, Real.rpow_natCast]
      ring
    simp only [ladder, Function.iterate_zero, id_eq, pow_zero, map_one, one_mul, eval_pow,
      eval_sub, eval_one, eval_X, Nat.cast_zero, zero_sub]
    rw [h, Real.rpow_neg hs.le, mul_assoc,
      mul_inv_cancel₀ (Real.rpow_pos_of_pos hs _).ne', mul_one]
  | succ n ih =>
    intro t ht
    have hs : 0 < sin t := Real.sin_pos_of_mem_Ioo ht
    have e : ((n + 1 : ℕ) : ℝ) - l = ((n : ℝ) - l - 1) + 2 := by push_cast; ring
    rw [e, Real.rpow_add hs, Real.rpow_two]
    change lowering ((l : ℝ) - n) (ladder l n) t = _
    rw [lowering_profile _ ((n : ℝ) - l) ((l : ℝ) - n) ih ht,
      Function.iterate_succ_apply', derivative_C_mul]
    simp only [eval_mul, eval_C]
    ring

/-- The ladder that starts from `sin^l` reaches the zero function on `(0, π)` after finitely
many lowerings if and only if `l` is a natural number. -/
theorem ladder_ends_iff (l : ℝ) :
    (∃ n : ℕ, ∀ t ∈ Set.Ioo 0 π, ladder l n t = 0) ↔ ∃ k : ℕ, l = k := by
  constructor
  · rintro ⟨n, hn⟩
    by_contra! hl
    obtain ⟨t, ht, h⟩ := ladder_never_ends hl n
    exact h (hn t ht)
  · rintro ⟨k, rfl⟩
    refine ⟨2 * k + 1, fun t ht => ?_⟩
    -- 2k + 1 derivatives annihilate a polynomial of degree 2k
    have h2 : (1 - X ^ 2 : ℝ[X]).natDegree ≤ 2 := by compute_degree
    have h3 : ((1 - X ^ 2 : ℝ[X]) ^ k).natDegree ≤ k * 2 :=
      natDegree_pow_le.trans (Nat.mul_le_mul_left k h2)
    rw [ladder_rodrigues k (2 * k + 1) t ht,
      iterate_derivative_eq_zero (by omega), mul_zero, eval_zero, zero_mul]

/-- For `l = j + 1/2` with `j` a natural number, no number of lowerings turns `sin^l` into
the zero function on `(0, π)`. -/
theorem half_integer_never_ends (j n : ℕ) :
    ∃ t ∈ Set.Ioo 0 π, ladder (j + 1 / 2) n t ≠ 0 := by
  refine ladder_never_ends (fun k hk => ?_) n
  have h : (2 * j + 1 : ℝ) = 2 * k := by linarith
  have h' : 2 * j + 1 = 2 * k := by exact_mod_cast h
  omega

end

end HalfIntegerOrbital
```

```lean
#print axioms HalfIntegerOrbital.raising_top
#print axioms HalfIntegerOrbital.half_second_step
#print axioms HalfIntegerOrbital.ladder_ends_iff
#print axioms HalfIntegerOrbital.half_integer_never_ends
```

```
'HalfIntegerOrbital.raising_top' depends on axioms: [propext, Classical.choice, Quot.sound]
'HalfIntegerOrbital.half_second_step' depends on axioms: [propext, Classical.choice, Quot.sound]
'HalfIntegerOrbital.ladder_ends_iff' depends on axioms: [propext, Classical.choice, Quot.sound]
'HalfIntegerOrbital.half_integer_never_ends' depends on axioms: [propext, Classical.choice, Quot.sound]
```

## How the lemmas fit together

**The product rule.** `lowering_profile` is formula (1). Its hypothesis `hf` gives the form of `f` only on the open interval. A derivative at $t$ depends on values near $t$, so `he` records that the two functions agree in a neighbourhood. The facts `h1` and `h2` differentiate the two factors, `hd` combines them, and `linear_combination` does the remaining algebra.

**The explicit steps.** `raising_top` applies this lemma with $m=-l$. `half_first_step` and `half_second_step` use the values of $P$, $a$ and $m$ given above, and convert between square roots and real powers. The second step ends with $\sin^2t+\cos^2t=1$, and positivity of $\sin t$ shows that the result is non-zero.

**The polynomial at 1.** `ladder_form` proves the existence of $Q_n$ by induction. The polynomial supplied after `refine` is the right-hand side of the recursion, and `Finset.prod_range_succ` adds the new factor to the product.

**The contradiction.** In `ladder_never_ends`, `hne` is the statement $Q_n(1)\neq0$. Assuming that the state vanishes everywhere, the proof takes each $x\in(0,1)$, sets $t=\arccos x$ and finds that $x$ is a root. This half of $(-1,1)$ already contains infinitely many points, so `Polynomial.eq_zero_of_infinite_isRoot` gives $Q_n=0$.

**The converse.** `ladder_rodrigues` is the induction for natural $l$, again with `lowering_profile` as its step. In `ladder_ends_iff` the second direction chooses $n=2k+1$, bounds the degree of $(1-x^2)^k$ by $2k$, and concludes that the derivative is zero. The theorem asks only for some $n$, so it does not say that this one is the smallest.

**Half-integers.** `half_integer_never_ends` has to show that $j+\tfrac12$ is not a natural number $k$. Equality would give $2j+1=2k$, an odd number equal to an even one, which `omega` refutes.
